# A stationary state of a finite hopping model carries no net current into any set of sites

Let H be a finite Hermitian matrix and ρ a density matrix that commutes with it. For every set S of sites, with X the diagonal projector onto S, the expectation value of the current into S vanishes. That same expectation value is a sum of bond currents over the bonds that join S to the rest of the lattice, so the currents across the boundary of S add up to zero. If the crossing bonds are divided into two groups, such as those in the two halves of a ribbon's cross-section, the groups carry opposite currents.

## Currents on a finite lattice

H is the one-particle Hamiltonian of a tight-binding model, written in an orthonormal basis. Its off-diagonal element H_ij is the hopping amplitude between sites i and j, and its diagonal holds the on-site energies. A "site" may equally be an orbital with a spin label. Units have ħ = 1, and currents count particles, not charge. The imaginary unit is written I, which leaves i free for sites; only the comments in the Lean file write it as i, for example in i[H, X].

The occupation of S is represented by X, the diagonal matrix with entry 1 on the sites of S and 0 elsewhere. Its Heisenberg rate of change is

I[H, X] = I(HX − XH),

which is therefore the operator of the current flowing into S. Its expectation value is the net current

J(S) = tr(ρ I[H, X]).

The current on a single bond, counted as flow from j into i, is

J_ij = 2 Im(H_ij ρ_ji).

In a Chern insulator ribbon with open ends, let S be everything to the left of a cross-section. The crossing bonds are then spread over the whole width of the ribbon, from one edge through the bulk to the other. A stationary state may have current along each edge, but the total through the cross-section must vanish.

## What is claimed, and under which hypotheses

For Hermitian H and ρ with ρH = Hρ, and for every S,

J(S) = Σ_{i in S} Σ_{j not in S} J_ij = 0.

In the Lean file the sites form a finite type `n`, S is a `Finset n`, and H and ρ are complex matrices indexed by `n`. The projector X is `siteProjector S`, the current operator is `currentOp H S`, J(S) is `netCurrent H ρ S`, and J_ij is `bondCurrent H ρ i j`. The complement of S is `Sᶜ`. Stationarity is the hypothesis `Commute ρ H`.

The main theorem, `stationary_current_cancels`, has three parts: the net current is zero, it equals the boundary sum, and the boundary sum is zero. The net current is defined as a complex number and the bond currents as real ones, so the second part converts the real sum to a complex number.

The theorem asks only that ρ be Hermitian, not that it be positive or have unit trace. Density matrices are thus included, and so is the one-particle density matrix of non-interacting fermions, with ρ_ij = ⟨c_j† c_i⟩ and trace equal to the particle number.

The two-group version, `opposite_edge_currents`, takes disjoint sets `L` and `R` of ordered pairs (i, j) with i in S and j outside. Its hypothesis `hcut` says that every crossing pair in neither set has zero hopping. For a ribbon this means that crossing bonds in the bulk must also be assigned to one of the groups, for example by cutting the cross-section in the middle.

The model is finite, closed and non-interacting, with no leads and no driving. The theorems involve no band topology: they do not show that edge currents exist, that they are localised at an edge, or that they are quantised. For tight-binding simulations of such finite, non-interacting systems, the result gives a consistency check: in a computed stationary state, the bond currents through a complete cut should sum to zero up to rounding.

## From the trace to the boundary

**The trace becomes a sum over sites.** Expand the commutator and use the cyclicity of the trace:

J(S) = I tr(ρHX) − I tr(ρXH)
= I tr(ρHX) − I tr(HρX).

Multiplying by X inside the trace keeps only the diagonal elements that belong to S, so

J(S) = Σ_{i in S} I((ρH)_ii − (Hρ)_ii).

Hermiticity has not been used yet.

**Each site term is a sum of bond currents.** Write out the matrix products:

I((ρH)_ii − (Hρ)_ii) = Σ_j I(ρ_ij H_ji − H_ij ρ_ji).

Set z = H_ij ρ_ji. Since H and ρ are Hermitian, ρ_ij H_ji is the complex conjugate z*. Each term is then

I(z* − z) = I(−2I Im z) = 2 Im z = J_ij.

This is the continuity equation at site i: the rate of change of its occupation is the sum of the currents flowing in.

**Interior bonds cancel.** Exchanging i and j replaces z by z*, hence

J_ji = −J_ij.

In particular J_ii = 0. Split the sum over j into sites inside and outside S:

J(S) = Σ_{i in S} Σ_{j in S} J_ij + Σ_{i in S} Σ_{j not in S} J_ij.

Exchanging the names i and j in the first double sum shows that it equals its own negative, so it is zero. Only the boundary sum remains.

**Stationarity makes the total vanish.** If ρH = Hρ, every term (ρH)_ii − (Hρ)_ii is zero, and so J(S) = 0.

Only the diagonals entered this last step. Conversely, if J(S) = 0 for every S, choosing S = {i} gives (ρH)_ii = (Hρ)_ii. The net current therefore vanishes for all site sets exactly when the two products have the same diagonal, a weaker condition than commutation.

**Two groups of bonds.** A crossing bond with H_ij = 0 has J_ij = 0. If L and R together contain all crossing bonds with non-zero hopping, the boundary sum is the sum over L plus the sum over R. Since it vanishes, the two sums are opposite.

## Two sites, with and without stationarity

If S is empty or contains every site, there are no crossing bonds and the boundary sum is empty. The smallest lattice with a boundary has two sites, 0 and 1. With S = {0} the boundary sum is the single current J_01, which must be zero in every stationary state. In a stationary state, a non-zero current needs a return path.

Commutation matters here. Take H_01 = H_10 = 1 with zero on-site energies, and the state with amplitudes 1/√2 and I/√2. Then ρ_10 = I/2 and

J_01 = 2 Im(I/2) = 1.

This state is not stationary, and site 0 is filling at the rate 1.

## A four-site ring with currents 1/2 and −1/2

Place sites 0, 1, 2, 3 on a ring with nearest-neighbour hopping 1, and take the normalised running wave

ψ = (1/2, I/2, −1/2, −I/2).

The two neighbours of any site have opposite amplitudes, so Hψ = 0. With ρ_ij = ψ_i ψ_j*, both Hρ and ρH are zero, and the state is stationary.

Let S = {0, 1}. The bonds that cross its boundary are 1–2 and 0–3. Their density matrix elements are

ρ_21 = (−1/2)(−I/2) = I/4,
ρ_30 = (−I/2)(1/2) = −I/4,

which give the currents

J_12 = 2 Im(I/4) = 1/2,
J_03 = 2 Im(−I/4) = −1/2.

Particles enter S from site 2 and leave it to site 3 at the same rate. The cancellation is between non-zero currents. On this ring the two groups are the two ends of a segment, not the two edges of a ribbon, but the balance is the same.

## The complete Lean file

```lean
import Mathlib

open Matrix
open scoped ComplexOrder

namespace EdgeCurrentCancellation

noncomputable section

variable {n : Type*} [Fintype n] [DecidableEq n]

/-- The diagonal projector onto the site set `S`. -/
def siteProjector (S : Finset n) : Matrix n n ℂ :=
  Matrix.diagonal fun i => if i ∈ S then 1 else 0

/-- The operator `i[H, X]` of the current flowing into the site set `S`. -/
def currentOp (H : Matrix n n ℂ) (S : Finset n) : Matrix n n ℂ :=
  Complex.I • (H * siteProjector S - siteProjector S * H)

/-- The expectation value `tr(ρ i[H, X])` of the current into `S`. -/
def netCurrent (H ρ : Matrix n n ℂ) (S : Finset n) : ℂ :=
  Matrix.trace (ρ * currentOp H S)

/-- The current flowing along the bond from site `j` into site `i`. -/
def bondCurrent (H ρ : Matrix n n ℂ) (i j : n) : ℝ :=
  2 * (H i j * ρ j i).im

/-- The net current into `S` is the sum over the sites of `S` of the diagonal
elements of `i[ρ, H]`. -/
theorem netCurrent_eq_sum_sites (H ρ : Matrix n n ℂ) (S : Finset n) :
    netCurrent H ρ S = ∑ i ∈ S, Complex.I * ((ρ * H) i i - (H * ρ) i i) := by
  -- the trace against the projector keeps the diagonal elements in `S`
  have h2 : ∀ M : Matrix n n ℂ,
      Matrix.trace (M * siteProjector S) = ∑ i ∈ S, M i i := by
    intro M
    simp [Matrix.trace, siteProjector, Matrix.mul_diagonal]
  -- cyclicity of the trace
  have h1 : Matrix.trace (ρ * (siteProjector S * H))
      = Matrix.trace (H * ρ * siteProjector S) := by
    rw [← Matrix.mul_assoc, Matrix.trace_mul_comm, ← Matrix.mul_assoc]
  unfold netCurrent currentOp
  rw [Matrix.mul_smul, Matrix.trace_smul, smul_eq_mul, Matrix.mul_sub,
    Matrix.trace_sub, h1, ← Matrix.mul_assoc, h2, h2,
    ← Finset.sum_sub_distrib, Finset.mul_sum]

omit [Fintype n] [DecidableEq n] in
/-- For Hermitian `H` and `ρ`, the current from `j` into `i` is minus the current from `i` into `j`.
-/
theorem bondCurrent_antisymm {H ρ : Matrix n n ℂ} (hH : H.IsHermitian)
    (hρ : ρ.IsHermitian) (i j : n) :
    bondCurrent H ρ j i = -bondCurrent H ρ i j := by
  unfold bondCurrent
  rw [← hH.apply j i, ← hρ.apply i j]
  simp only [Complex.mul_im, Complex.star_def, Complex.conj_re, Complex.conj_im]
  ring

omit [DecidableEq n] in
/-- For Hermitian `H` and `ρ`, the diagonal element of `i[ρ, H]` at a site is the sum of all bond
currents into that site. -/
theorem site_balance {H ρ : Matrix n n ℂ} (hH : H.IsHermitian)
    (hρ : ρ.IsHermitian) (i : n) :
    Complex.I * ((ρ * H) i i - (H * ρ) i i)
      = ((∑ j, bondCurrent H ρ i j : ℝ) : ℂ) := by
  rw [Matrix.mul_apply, Matrix.mul_apply, ← Finset.sum_sub_distrib,
    Finset.mul_sum, Complex.ofReal_sum]
  refine Finset.sum_congr rfl fun j _ => ?_
  rw [← hH.apply j i, ← hρ.apply i j]
  apply Complex.ext <;>
    simp only [bondCurrent, Complex.mul_re, Complex.mul_im, Complex.sub_re,
      Complex.sub_im, Complex.I_re, Complex.I_im, Complex.ofReal_re,
      Complex.ofReal_im, Complex.star_def, Complex.conj_re, Complex.conj_im] <;>
    ring

/-- For Hermitian `H` and `ρ`, the net current into `S` is the sum of the bond currents that cross
the boundary of `S`. -/
theorem netCurrent_eq_boundary_sum {H ρ : Matrix n n ℂ} (hH : H.IsHermitian)
    (hρ : ρ.IsHermitian) (S : Finset n) :
    netCurrent H ρ S = ((∑ i ∈ S, ∑ j ∈ Sᶜ, bondCurrent H ρ i j : ℝ) : ℂ) := by
  -- currents on bonds inside `S` cancel in pairs
  have hin : ∑ i ∈ S, ∑ j ∈ S, bondCurrent H ρ i j
      = -∑ i ∈ S, ∑ j ∈ S, bondCurrent H ρ i j := by
    calc ∑ i ∈ S, ∑ j ∈ S, bondCurrent H ρ i j
        = ∑ i ∈ S, ∑ j ∈ S, bondCurrent H ρ j i := Finset.sum_comm
      _ = -∑ i ∈ S, ∑ j ∈ S, bondCurrent H ρ i j := by
        simp only [← Finset.sum_neg_distrib]
        exact Finset.sum_congr rfl fun i _ => Finset.sum_congr rfl fun j _ =>
          bondCurrent_antisymm hH hρ i j
  have hsplit : ∑ i ∈ S, ∑ j, bondCurrent H ρ i j
      = ∑ i ∈ S, ∑ j ∈ S, bondCurrent H ρ i j
        + ∑ i ∈ S, ∑ j ∈ Sᶜ, bondCurrent H ρ i j := by
    rw [← Finset.sum_add_distrib]
    exact Finset.sum_congr rfl fun i _ => (Finset.sum_add_sum_compl S _).symm
  have hreal : ∑ i ∈ S, ∑ j, bondCurrent H ρ i j
      = ∑ i ∈ S, ∑ j ∈ Sᶜ, bondCurrent H ρ i j := by linarith
  rw [netCurrent_eq_sum_sites, ← hreal, Complex.ofReal_sum]
  exact Finset.sum_congr rfl fun i _ => site_balance hH hρ i

/-- The net current into every site set vanishes exactly when `ρH` and `Hρ` have
the same diagonal. -/
theorem netCurrent_zero_iff (H ρ : Matrix n n ℂ) :
    (∀ S : Finset n, netCurrent H ρ S = 0) ↔ ∀ i, (ρ * H) i i = (H * ρ) i i := by
  constructor
  · intro h i
    have hi := h {i}
    rw [netCurrent_eq_sum_sites, Finset.sum_singleton] at hi
    exact sub_eq_zero.mp ((mul_eq_zero.mp hi).resolve_left Complex.I_ne_zero)
  · intro h S
    rw [netCurrent_eq_sum_sites]
    exact Finset.sum_eq_zero fun i _ => by rw [h i, sub_self, mul_zero]

/-- In a state commuting with the Hamiltonian the net current into any site set
vanishes, and so does the sum of the bond currents across its boundary, to which
it is equal. -/
theorem stationary_current_cancels {H ρ : Matrix n n ℂ} (hH : H.IsHermitian)
    (hρ : ρ.IsHermitian) (hc : Commute ρ H) (S : Finset n) :
    netCurrent H ρ S = 0 ∧
    netCurrent H ρ S = ((∑ i ∈ S, ∑ j ∈ Sᶜ, bondCurrent H ρ i j : ℝ) : ℂ) ∧
    ∑ i ∈ S, ∑ j ∈ Sᶜ, bondCurrent H ρ i j = 0 := by
  have h0 : netCurrent H ρ S = 0 :=
    (netCurrent_zero_iff H ρ).mpr (fun i => by rw [hc.eq]) S
  have h1 := netCurrent_eq_boundary_sum hH hρ S
  exact ⟨h0, h1, Complex.ofReal_eq_zero.mp (h1.symm.trans h0)⟩

/-- If all hopping across the boundary of `S` runs through two disjoint groups of
bonds `L` and `R`, then in a state commuting with the Hamiltonian the currents
through the two groups are opposite. -/
theorem opposite_edge_currents {H ρ : Matrix n n ℂ} (hH : H.IsHermitian)
    (hρ : ρ.IsHermitian) (hc : Commute ρ H) (S : Finset n)
    (L R : Finset (n × n)) (hLR : Disjoint L R) (hsub : L ∪ R ⊆ S ×ˢ Sᶜ)
    (hcut : ∀ p ∈ S ×ˢ Sᶜ, p ∉ L ∪ R → H p.1 p.2 = 0) :
    ∑ p ∈ L, bondCurrent H ρ p.1 p.2 = -∑ p ∈ R, bondCurrent H ρ p.1 p.2 := by
  have h0 := (stationary_current_cancels hH hρ hc S).2.2
  -- bonds without hopping carry no current
  have h1 : ∑ p ∈ L ∪ R, bondCurrent H ρ p.1 p.2
      = ∑ p ∈ S ×ˢ Sᶜ, bondCurrent H ρ p.1 p.2 :=
    Finset.sum_subset hsub fun p hp hn => by simp [bondCurrent, hcut p hp hn]
  rw [Finset.sum_union hLR, Finset.sum_product] at h1
  linarith

/-- Nearest-neighbour hopping on a ring of four sites. -/
def ringH : Matrix (Fin 4) (Fin 4) ℂ :=
  !![0, 1, 0, 1; 1, 0, 1, 0; 0, 1, 0, 1; 1, 0, 1, 0]

/-- The running wave on the ring, with amplitudes `1/2, i/2, -1/2, -i/2`. -/
def wave : Fin 4 → ℂ := ![⟨1 / 2, 0⟩, ⟨0, 1 / 2⟩, ⟨-1 / 2, 0⟩, ⟨0, -1 / 2⟩]

/-- The pure-state density matrix of the running wave. -/
def ringρ : Matrix (Fin 4) (Fin 4) ℂ := Matrix.of fun i j => wave i * star (wave j)

/-- The running wave on the ring is a density matrix commuting with the Hermitian
hopping matrix, and the two bonds that join sites 0 and 1 to the other sites carry
the currents `1/2` and `-1/2`. -/
theorem opposite_edge_currents_witness :
    ringH.IsHermitian ∧ ringρ.PosSemidef ∧ ringρ.trace = 1 ∧ Commute ringρ ringH ∧
    bondCurrent ringH ringρ 1 2 = 1 / 2 ∧ bondCurrent ringH ringρ 0 3 = -1 / 2 := by
  refine ⟨?_, ?_, ?_, ?_, ?_, ?_⟩
  · refine Matrix.IsHermitian.ext fun i j => ?_
    fin_cases i <;> fin_cases j <;> simp [ringH]
  · -- a pure state has the form `Aᴴ A` with a single row `A`
    let A : Matrix Unit (Fin 4) ℂ := Matrix.of fun _ j => star (wave j)
    have hA : ringρ = Aᴴ * A := by
      ext i j
      simp [ringρ, A, Matrix.mul_apply]
    rw [hA]
    exact Matrix.posSemidef_conjTranspose_mul_self A
  · apply Complex.ext <;>
      simp [Matrix.trace, Fin.sum_univ_four, ringρ, wave]
    norm_num
  · change ringρ * ringH = ringH * ringρ
    ext i j
    fin_cases i <;> fin_cases j <;> apply Complex.ext <;>
      simp [Matrix.mul_apply, Fin.sum_univ_four, ringρ, ringH, wave] <;> norm_num
  · simp [bondCurrent, ringH, ringρ, wave]
    norm_num
  · simp [bondCurrent, ringH, ringρ, wave]
    norm_num

end

end EdgeCurrentCancellation
```

```lean
#print axioms EdgeCurrentCancellation.stationary_current_cancels
-- 'EdgeCurrentCancellation.stationary_current_cancels' depends on axioms: [propext, Classical.choice, Quot.sound]
#print axioms EdgeCurrentCancellation.opposite_edge_currents
-- 'EdgeCurrentCancellation.opposite_edge_currents' depends on axioms: [propext, Classical.choice, Quot.sound]
```

## How the Lean proof follows the derivation

`netCurrent_eq_sum_sites` carries out the trace calculation. Its local fact `h2` says that the trace of M times the projector is the sum of the diagonal elements of M over S, and `h1` is the cyclic rearrangement. The final chain of rewrites expands the commutator and combines the two sums.

`bondCurrent_antisymm` proves J_ji = −J_ij. The rewrites with `hH.apply` and `hρ.apply` replace the reversed matrix elements by complex conjugates. The products are then expanded into real and imaginary parts, and `ring` finishes the algebra.

`site_balance` is the continuity equation at one site. It reduces the identity to one term for each j, makes the same Hermitian replacements, and compares real and imaginary parts through `Complex.ext`. This takes the place of the short calculation with z and z*.

`netCurrent_eq_boundary_sum` removes the interior bonds. In `hin`, `Finset.sum_comm` exchanges the two summations and antisymmetry supplies the minus sign, so the interior sum equals its own negative. `hsplit` separates the sites j inside S from those outside. From these two facts `linarith` concludes that the full sum equals the boundary sum, and `site_balance` connects this to the net current.

`netCurrent_zero_iff` proves the diagonal criterion. In one direction it applies the hypothesis to the one-site set `{i}` and cancels the non-zero factor I; in the other, every term of the site sum is zero. Neither matrix has to be Hermitian for this equivalence.

`stationary_current_cancels` combines these results. Commutation gives equal diagonals and hence zero net current. The boundary formula then carries the zero over to the real sum of bond currents.

`opposite_edge_currents` uses `Finset.sum_subset` to enlarge the sum over `L ∪ R` to all crossing pairs, since the added pairs have no hopping and contribute nothing. Disjointness splits the sum over the union into two, and `linarith` moves one of them to the other side.

`opposite_edge_currents_witness` checks the ring example. Positivity follows from writing `ringρ` as `Aᴴ * A`, where `A` is a single row containing the conjugated amplitudes. The trace and the two currents are computed directly. For commutation, Lean compares all sixteen entries of the two products, where the calculation by hand used Hψ = 0.
